# The projection time that minimises a model error for transient estimates in fermion Monte Carlo

A transient estimate projects towards the fermion ground state for a time t, and its error is modelled here as e^(−gt) + e^(Dt)/√M, both terms with unit prefactor. The first term is the systematic error, which decays with the gap g; the second is the statistical error for M samples, which grows with the fermion-boson energy difference D. For positive g, D and M, `transientError_min` states that no real t gives a smaller value than t = ln M/(2(g + D)) + ln(g/D)/(g + D). The proof takes out a common power of M, which leaves an inequality in the time shift alone, and then bounds each exponential from below by its tangent line at the optimal shift, where the two slopes cancel.

The failing Lean file:

```lean
import Mathlib

open Filter

namespace TransientEstimate

noncomputable section

/-- Model error of a transient estimate at projection time `t` with `M > 0` samples: a systematic
part decaying with the gap `g` plus a statistical part growing with the fermion-boson energy
difference `D`. -/
def transientError (g D M t : ℝ) : ℝ :=
  Real.exp (-(g * t)) + Real.exp (D * t) / √M

/-- The exponent `g / (2 (g + D))`, for `g + D ≠ 0`. -/
def rate (g D : ℝ) : ℝ := g / (2 * (g + D))

/-- The projection time `ln M / (2 (g + D))`, for `M > 0` and `g + D ≠ 0`. -/
def balanceTime (g D M : ℝ) : ℝ := Real.log M / (2 * (g + D))

/-- The time shift `ln (g / D) / (g + D)`, for `g, D > 0`. -/
def optimalShift (g D : ℝ) : ℝ := Real.log (g / D) / (g + D)

/-- Measured from the balance time, the error is a power of the sample number times a function
of the time shift that does not involve the sample number. -/
theorem transientError_scaling {g D M : ℝ} (hg : 0 < g) (hD : 0 < D) (hM : 0 < M) (s : ℝ) :
    transientError g D M (balanceTime g D M + s) =
      M ^ (-rate g D) * (Real.exp (-(g * s)) + Real.exp (D * s)) := by
  have key : g / (2 * (g + D)) + D / (2 * (g + D)) = 1 / 2 := by
    rw [← add_div, div_eq_iff (by positivity)]
    ring
  -- the systematic part
  have h1 : Real.exp (-(g * (balanceTime g D M + s))) =
      M ^ (-rate g D) * Real.exp (-(g * s)) := by
    rw [Real.rpow_def_of_pos hM, ← Real.exp_add]
    congr 1
    unfold balanceTime rate
    ring
  -- the statistical part
  have h2 : Real.exp (D * (balanceTime g D M + s)) / √M =
      M ^ (-rate g D) * Real.exp (D * s) := by
    rw [Real.sqrt_eq_rpow, Real.rpow_def_of_pos hM, Real.rpow_def_of_pos hM,
      ← Real.exp_sub, ← Real.exp_add]
    congr 1
    unfold balanceTime rate
    linear_combination Real.log M * key
  unfold transientError
  rw [h1, h2]
  ring

/-- At the optimal shift the statistical factor is `g / D` times the systematic factor. -/
theorem exp_optimalShift {g D : ℝ} (hg : 0 < g) (hD : 0 < D) :
    Real.exp (D * optimalShift g D) = Real.exp (-(g * optimalShift g D)) * (g / D) := by
  have hc : optimalShift g D * (g + D) = Real.log (g / D) :=
    div_mul_cancel₀ _ (by positivity)
  have h : D * optimalShift g D = -(g * optimalShift g D) + Real.log (g / D) := by
    linear_combination hc
  rw [h, Real.exp_add, Real.exp_log (div_pos hg hD)]

/-- No projection time gives a smaller error than the balance time plus the optimal shift. -/
theorem transientError_min {g D M : ℝ} (hg : 0 < g) (hD : 0 < D) (hM : 0 < M) (t : ℝ) :
    transientError g D M (balanceTime g D M + optimalShift g D) ≤ transientError g D M t := by
  have h := transientError_scaling hg hD hM (t - balanceTime g D M)
  rw [add_sub_cancel] at h
  rw [h, transientError_scaling hg hD hM]
  apply mul_le_mul_of_nonneg_left _ (Real.rpow_pos_of_pos hM _).le
  obtain ⟨u, hu⟩ : ∃ u, t - balanceTime g D M = optimalShift g D + u :=
    ⟨t - balanceTime g D M - optimalShift g D, by ring⟩
  have hbal : D * Real.exp (D * optimalShift g D) =
      g * Real.exp (-(g * optimalShift g D)) := by
    rw [exp_optimalShift hg hD]
    field_simp
  rw [hu, mul_add, mul_add, neg_add, Real.exp_add, Real.exp_add]
  -- tangent lines of both exponentials; their slopes cancel
  have h1 := mul_le_mul_of_nonneg_left (Real.add_one_le_exp (-(g * u)))
    (Real.exp_pos (-(g * optimalShift g D))).le
  have h2 := mul_le_mul_of_nonneg_left (Real.add_one_le_exp (D * u))
    (Real.exp_pos (D * optimalShift g D)).le
  have h3 := congrArg (fun x => u * x) hbal
  dsimp only at h3
  nlinarith [h1, h2, h3]

end

end TransientEstimate
```

The error:

```
Main.lean:80:2: error: `dsimp` made no progress
```

What went wrong. The error concerns a simplification step, not the inequality. `h3` is meant to be the slope balance `hbal` with both sides multiplied by `u`, and it is obtained by applying `congrArg` to the function `fun x => u * x`. The line `dsimp only at h3` was there to evaluate that function on each side, in case `h3` still showed it as a function applied to an argument. Lean had already done this when it gave `h3` its type, so `dsimp only` found nothing to change, and `dsimp` reports an error when it makes no progress.

The repair removes the `dsimp only` line, and that is what cures the error. It also writes out the statement of `h3` in full and proves it with `rw [hbal]`, which turns the left side into the right. This second change is tidying: the equation is the same as before, but its form can now be read in the code. The final `nlinarith` call is unchanged.

Lean accepts the file once it reads:

```diff
@@ -77,6 +77,6 @@
   have h2 := mul_le_mul_of_nonneg_left (Real.add_one_le_exp (D * u))
     (Real.exp_pos (D * optimalShift g D)).le
-  have h3 := congrArg (fun x => u * x) hbal
-  dsimp only at h3
+  have h3 : u * (D * Real.exp (D * optimalShift g D)) =
+      u * (g * Real.exp (-(g * optimalShift g D))) := by rw [hbal]
   nlinarith [h1, h2, h3]
 
```
